# Bounding an eigenstate's weight above a plane-wave cutoff by the norm of V − E

Take two plane waves with kinetic energies 0 and 25, coupled by the potential

$$V=\begin{pmatrix}16&-12\\-12&-16\end{pmatrix},\qquad u=\begin{pmatrix}3/5\\4/5\end{pmatrix}.$$

The unequal diagonal entries make this a nonlocal potential; a local one has the same diagonal entry for every plane wave. Here $Vu=(0,-20)$ and $Ku=(0,20)$, so $Hu=(K+V)u=0$ and $E=0$. The potential must cancel the kinetic term, but it stretches no vector by more than 20. Hence $25\,|u_2|\le 20$, and the weight on the fast wave is at most $(20/25)^2$.

The general setting is a finite orthonormal basis, indexed by `n`, in which $K$ is diagonal with real entries $K_i$. Nothing else about plane waves is used, and the infinite-basis limit is not treated.

```lean
import Mathlib

open Matrix

namespace PlaneWaveCutoff

noncomputable section

variable {n : Type*} [Fintype n]
```

The weight of a coefficient vector is $W(x)=\sum_i|x_i|^2$.

```lean
/-- The squared norm of a vector of plane-wave coefficients. -/
def weight (x : n → ℂ) : ℝ := ∑ i, ‖x i‖ ^ 2
```

For a matrix $A$, write $q_A(x)=\mathrm{Re}\,x^\dagger Ax$. The Rayleigh quotient is $q_A(x)/W(x)$.

```lean
/-- The quadratic form of an operator `A` in the state `x` (real part), not normalised. -/
def energy (A : Matrix n n ℂ) (x : n → ℂ) : ℝ := (star x ⬝ᵥ (A *ᵥ x)).re
```

The norm bound $\|A\|\le M$ means $M\ge0$ and $W(Ax)\le M^2W(x)$ for every $x$.

```lean
/-- The operator norm of `A` is at most `M`: no vector is stretched by more than `M`. -/
def OpNormLE (A : Matrix n n ℂ) (M : ℝ) : Prop :=
  0 ≤ M ∧ ∀ x, weight (A *ᵥ x) ≤ M ^ 2 * weight x
```

A cutoff $L$ keeps the coefficients with $K_i<L$ and sets the others to zero, without renormalising.

```lean
/-- The state `u` with all plane waves of kinetic energy `L` or more removed. -/
def cutoff (K : n → ℝ) (L : ℝ) (u : n → ℂ) : n → ℂ :=
  fun i => if K i < L then u i else 0
```

The Hamiltonian is $H=K+V$.

```lean
variable [DecidableEq n]

/-- The Hamiltonian: kinetic energies `K` on the diagonal plus a potential matrix `V`. -/
def hamiltonian (K : n → ℝ) (V : Matrix n n ℂ) : Matrix n n ℂ :=
  Matrix.diagonal (fun i => (K i : ℂ)) + V
```

Below, $E$ is real and $A=V-E$, with $E$ multiplying the identity. Parts (b), (c) and (g) assume $Hu=Eu$, $W(u)=1$ and $\|A\|\le M$. The value of $M$ is an input, an upper bound on how much the potential, counted from $E$, can stretch any vector.

## (a) The Hamiltonian measured from E

Show that $(Hx)_i=K_ix_i+(Ax)_i+Ex_i$.

Add and subtract $Ex_i$ in $(Hx)_i=K_ix_i+(Vx)_i$.

```lean
/-- The action of the Hamiltonian, split into kinetic energy, potential measured from `E`,
and the constant `E`. -/
theorem hamiltonian_apply (K : n → ℝ) (V : Matrix n n ℂ) (E : ℝ) (x : n → ℂ) (i : n) :
    (hamiltonian K V *ᵥ x) i =
      K i * x i + ((V - (E : ℂ) • (1 : Matrix n n ℂ)) *ᵥ x) i + E * x i := by
  simp only [hamiltonian, Matrix.add_mulVec, Matrix.sub_mulVec, Matrix.smul_mulVec,
    Matrix.one_mulVec, Pi.add_apply, Pi.sub_apply, Pi.smul_apply, smul_eq_mul,
    Matrix.mulVec_diagonal]
  ring
```

## (b) The mean squared kinetic energy

Show that $\sum_iK_i^2|u_i|^2\le M^2$.

By (a), $Hu=Eu$ reads $K_iu_i=-(Au)_i$. Squaring and summing gives $\sum_iK_i^2|u_i|^2=W(Au)\le M^2W(u)=M^2$. In the proof, `h2` is the rearranged eigenvalue equation.

```lean
/-- In a normalised eigenstate of energy `E`, the mean squared kinetic energy is at most `M²`,
where `M` bounds the operator norm of `V - E`. -/
theorem kinetic_second_moment {K : n → ℝ} {V : Matrix n n ℂ} {E M : ℝ} {u : n → ℂ}
    (hu : hamiltonian K V *ᵥ u = (E : ℂ) • u) (h1 : weight u = 1)
    (hM : OpNormLE (V - (E : ℂ) • (1 : Matrix n n ℂ)) M) :
    ∑ i, K i ^ 2 * ‖u i‖ ^ 2 ≤ M ^ 2 := by
  have hb := hM.2 u
  rw [h1, mul_one] at hb
  refine le_trans (le_of_eq ?_) hb
  unfold weight
  refine Finset.sum_congr rfl fun i _ => ?_
  -- the eigenvalue equation reads K u = -(V - E) u
  have h := hamiltonian_apply K V E u i
  rw [hu, Pi.smul_apply, smul_eq_mul] at h
  have h2 : ((V - (E : ℂ) • (1 : Matrix n n ℂ)) *ᵥ u) i = -((K i : ℂ) * u i) := by
    linear_combination -h
  rw [h2, norm_neg, norm_mul, Complex.norm_real, Real.norm_eq_abs, mul_pow, sq_abs]
```

## (c) The tail above the cutoff

For $L>0$, show that $\sum_{K_i\ge L}|u_i|^2\le M^2/L^2$.

Where $K_i\ge L$, we have $L^2|u_i|^2\le K_i^2|u_i|^2$; the other terms in (b) are nonnegative. Thus $L^2$ times the tail is at most $M^2$. `split_ifs` separates these two cases. Neither $K\ge0$ nor a Hermitian $V$ is needed.

```lean
/-- Plane-wave tail bound: a normalised eigenstate has weight at most `M² / L²` on plane waves
of kinetic energy `L` or more. -/
theorem tail_bound {K : n → ℝ} {V : Matrix n n ℂ} {E M L : ℝ} {u : n → ℂ}
    (hu : hamiltonian K V *ᵥ u = (E : ℂ) • u) (h1 : weight u = 1)
    (hM : OpNormLE (V - (E : ℂ) • (1 : Matrix n n ℂ)) M) (hL : 0 < L) :
    ∑ i with L ≤ K i, ‖u i‖ ^ 2 ≤ M ^ 2 / L ^ 2 := by
  rw [le_div_iff₀ (by positivity), Finset.sum_filter, Finset.sum_mul]
  refine le_trans (Finset.sum_le_sum fun i _ => ?_) (kinetic_second_moment hu h1 hM)
  split_ifs with h
  · have h2 : L ^ 2 ≤ K i ^ 2 := pow_le_pow_left₀ hL.le h 2
    nlinarith [mul_le_mul_of_nonneg_right h2 (sq_nonneg ‖u i‖)]
  · rw [zero_mul]
    positivity
```

## (d) Equal energy excess of a trial vector and its remainder

For Hermitian $H$ with $Hu=Eu$, show that $v$ and $u-v$ have the same $q_H-EW$.

Put $B=H-E$. Then $Bu=0$ and, by Hermiticity, $u^\dagger B=0$. Expanding $(u-v)^\dagger B(u-v)$ leaves only $v^\dagger Bv$. In Lean, `hl` is the action of $H$ to the left and `key` is the expansion.

```lean
omit [DecidableEq n] in
/-- For a Hermitian `H` with `H u = E u`, a trial vector `v` and the remainder `u - v` have the
same unnormalised energy excess over `E`. -/
theorem excess_eq_excess_remainder {H : Matrix n n ℂ} (hH : H.IsHermitian) {E : ℝ}
    {u : n → ℂ} (hu : H *ᵥ u = (E : ℂ) • u) (v : n → ℂ) :
    energy H v - E * weight v = energy H (u - v) - E * weight (u - v) := by
  have hw : ∀ x : n → ℂ, star x ⬝ᵥ x = (weight x : ℂ) := by
    intro x
    simp only [dotProduct, weight, Complex.ofReal_sum]
    refine Finset.sum_congr rfl fun i _ => ?_
    rw [Pi.star_apply, Complex.ofReal_pow]
    exact Complex.conj_mul' (x i)
  -- Hermiticity lets H act to the left on u
  have hl : star u ᵥ* H = (E : ℂ) • star u := by
    have h := Matrix.star_mulVec H u
    rw [hH.eq, hu] at h
    rw [← h]
    ext i
    simp
  have h2 : star u ⬝ᵥ (H *ᵥ v) = (E : ℂ) * (star u ⬝ᵥ v) := by
    rw [Matrix.dotProduct_mulVec, hl, smul_dotProduct, smul_eq_mul]
  have key : star (u - v) ⬝ᵥ (H *ᵥ (u - v)) - E * (star (u - v) ⬝ᵥ (u - v))
      = star v ⬝ᵥ (H *ᵥ v) - E * (star v ⬝ᵥ v) := by
    rw [Matrix.mulVec_sub, hu, star_sub]
    simp only [sub_dotProduct, dotProduct_sub, dotProduct_smul, smul_eq_mul, h2]
    ring
  rw [hw, hw] at key
  have h3 := congrArg Complex.re key
  simp only [Complex.sub_re, Complex.re_ofReal_mul, Complex.ofReal_re] at h3
  unfold energy
  linarith
```

## (e) The potential term

If $\|A\|\le M$, show that $q_A(x)\le M\,W(x)$.

By Cauchy–Schwarz,
$$q_A(x)\le\sum_i|x_i||(Ax)_i|\le\sqrt{W(x)W(Ax)}\le M\,W(x).$$
The proof compares squares instead of taking roots.

```lean
omit [DecidableEq n] in
/-- The quadratic form of an operator of norm at most `M` is at most `M` times the weight. -/
theorem energy_le {A : Matrix n n ℂ} {M : ℝ} (hA : OpNormLE A M) (x : n → ℂ) :
    energy A x ≤ M * weight x := by
  have hx : 0 ≤ weight x := Finset.sum_nonneg fun i _ => sq_nonneg _
  have h1 : energy A x ≤ ∑ i, ‖x i‖ * ‖(A *ᵥ x) i‖ := by
    simp only [energy, dotProduct, Complex.re_sum]
    refine Finset.sum_le_sum fun i _ => (Complex.re_le_norm _).trans ?_
    rw [norm_mul, Pi.star_apply, norm_star]
  -- Cauchy-Schwarz
  have h2 : (∑ i, ‖x i‖ * ‖(A *ᵥ x) i‖) ^ 2 ≤ weight x * weight (A *ᵥ x) :=
    Finset.sum_mul_sq_le_sq_mul_sq _ _ _
  have h3 : (∑ i, ‖x i‖ * ‖(A *ᵥ x) i‖) ^ 2 ≤ (M * weight x) ^ 2 := by
    nlinarith [mul_le_mul_of_nonneg_left (hA.2 x) hx]
  exact h1.trans ((le_abs_self _).trans (abs_le_of_sq_le_sq h3 (mul_nonneg hA.1 hx)))
```

## (f) The energy in three terms

Show that $q_H(x)=\sum_iK_i|x_i|^2+q_A(x)+E\,W(x)$.

Multiply (a) by $\overline{x_i}$, sum over $i$ and take real parts.

```lean
/-- Energy splits into kinetic energy, potential energy measured from `E`, and `E` times the
weight. -/
theorem energy_split (K : n → ℝ) (V : Matrix n n ℂ) (E : ℝ) (x : n → ℂ) :
    energy (hamiltonian K V) x = ∑ i, K i * ‖x i‖ ^ 2
      + energy (V - (E : ℂ) • (1 : Matrix n n ℂ)) x + E * weight x := by
  simp only [energy, weight, dotProduct, Complex.re_sum, Finset.mul_sum,
    ← Finset.sum_add_distrib]
  refine Finset.sum_congr rfl fun i _ => ?_
  rw [hamiltonian_apply K V E x i]
  generalize ((V - (E : ℂ) • (1 : Matrix n n ℂ)) *ᵥ x) i = y
  simp only [Pi.star_apply, RCLike.star_def, Complex.sq_norm, Complex.normSq_apply,
    Complex.mul_re, Complex.add_re, Complex.mul_im, Complex.add_im, Complex.conj_re,
    Complex.conj_im, Complex.ofReal_re, Complex.ofReal_im]
  ring
```

## (g) The Rayleigh quotient after truncation

For Hermitian $V$ and $L>M$, show that the truncated eigenvector $v$ is nonzero and that its Rayleigh quotient is at most $E+M^2/(L-M)$.

Let $r=u-v$ and $t=W(r)$. By (c), $t\le M^2/L^2<1$, so $W(v)=1-t>0$. On the support of $r$, $K_i\le K_i^2/L$, so (b) bounds its kinetic energy by $M^2/L$. Parts (d), (e) and (f) give
$$q_H(v)-E\,W(v)\le \frac{M^2}{L}+Mt\le\frac{M^2}{L-M}(1-t).$$
After multiplication by $L-M$, the last step reduces to $MtL\le M^3/L$, which follows from (c). Divide by $W(v)$. These steps are `hkin`, `hLt` and `hfin`.

The condition $L>M$ matters: one plane wave with $K=1$, $V=-1$, $E=0$ and $M=L=1$ is removed entirely, leaving no trial state.

```lean
/-- Ritz bound for a plane-wave cutoff `L > M`: the truncated eigenstate is nonzero and its
Rayleigh quotient is at most `E + M² / (L - M)`. -/
theorem ritz_cutoff_bound {K : n → ℝ} {V : Matrix n n ℂ} {E M L : ℝ} {u : n → ℂ}
    (hV : V.IsHermitian) (hu : hamiltonian K V *ᵥ u = (E : ℂ) • u) (h1 : weight u = 1)
    (hM : OpNormLE (V - (E : ℂ) • (1 : Matrix n n ℂ)) M) (hML : M < L) :
    0 < weight (cutoff K L u) ∧
      energy (hamiltonian K V) (cutoff K L u) / weight (cutoff K L u)
        ≤ E + M ^ 2 / (L - M) := by
  have hM0 := hM.1
  have hL : 0 < L := lt_of_le_of_lt hM0 hML
  have hH : (hamiltonian K V).IsHermitian := by
    have hs : star (fun i => (K i : ℂ)) = fun i => (K i : ℂ) := by
      ext i
      simp
    rw [Matrix.IsHermitian, hamiltonian, Matrix.conjTranspose_add, hV.eq,
      Matrix.diagonal_conjTranspose, hs]
  have hex := excess_eq_excess_remainder hH hu (cutoff K L u)
  have hsplit := energy_split K V E (u - cutoff K L u)
  have hpot := energy_le hM (u - cutoff K L u)
  -- the discarded part carries exactly the tail weight
  have htail : weight (u - cutoff K L u) = ∑ i with L ≤ K i, ‖u i‖ ^ 2 := by
    rw [Finset.sum_filter]
    refine Finset.sum_congr rfl fun i _ => ?_
    by_cases h : K i < L
    · simp [cutoff, h, not_le_of_gt h]
    · simp [cutoff, h, not_lt.mp h]
  have ht := tail_bound hu h1 hM hL
  rw [← htail, le_div_iff₀ (by positivity)] at ht
  have hsum : weight (cutoff K L u) + weight (u - cutoff K L u) = 1 := by
    rw [← h1]
    simp only [weight, ← Finset.sum_add_distrib]
    refine Finset.sum_congr rfl fun i _ => ?_
    by_cases h : K i < L <;> simp [cutoff, h]
  -- its kinetic energy is at most M² / L
  have hkin : (∑ i, K i * ‖(u - cutoff K L u) i‖ ^ 2) ≤ M ^ 2 / L := by
    rw [le_div_iff₀ hL, Finset.sum_mul]
    refine le_trans (Finset.sum_le_sum fun i _ => ?_) (kinetic_second_moment hu h1 hM)
    by_cases h : K i < L
    · have h0 : (u - cutoff K L u) i = 0 := by simp [cutoff, h]
      rw [h0, norm_zero]
      nlinarith [mul_nonneg (sq_nonneg (K i)) (sq_nonneg ‖u i‖)]
    · have h0 : (u - cutoff K L u) i = u i := by simp [cutoff, h]
      have hk : L ≤ K i := not_lt.mp h
      have h2 : K i * L ≤ K i ^ 2 := by nlinarith
      rw [h0]
      nlinarith [mul_le_mul_of_nonneg_right h2 (sq_nonneg ‖u i‖)]
  generalize weight (u - cutoff K L u) = t at *
  have hpos : 0 < weight (cutoff K L u) := by
    have hlt : t * L ^ 2 < 1 * L ^ 2 := by nlinarith
    have := lt_of_mul_lt_mul_right hlt (sq_nonneg L)
    linarith
  refine ⟨hpos, ?_⟩
  have hd : 0 < L - M := sub_pos.mpr hML
  have hq : M ^ 2 / L * L = M ^ 2 := div_mul_cancel₀ _ hL.ne'
  have hLt : t * L ≤ M ^ 2 / L := by
    rw [le_div_iff₀ hL]
    nlinarith
  have hfin : M ^ 2 / L + M * t ≤ M ^ 2 / (L - M) * weight (cutoff K L u) := by
    have hv : weight (cutoff K L u) = 1 - t := by linarith
    rw [hv, div_mul_eq_mul_div, le_div_iff₀ hd]
    nlinarith [mul_le_mul_of_nonneg_left hLt hM0]
  rw [div_le_iff₀ hpos, add_mul]
  linarith
```

In a plane-wave code the cutoff selects the basis before diagonalisation. If $u$ is the ground state of a fixed one-particle $H$ in a larger finite basis, the variational principle then puts the lowest eigenvalue of the truncated problem between $E$ and $E+M^2/(L-M)$, a consequence not stated in the Lean file.

## (h) Equality for two plane waves

Show that the opening example attains the bound in (c).

Since $V$ is Hermitian and $V^2=400$ times the identity, $W(Vx)=400\,W(x)$, so $M=20$ is allowed. With $L=25$ the tail is $(4/5)^2=20^2/25^2$.

```lean
/-- A two-plane-wave model with kinetic energies 0 and 25, `E = 0`, `M = 20` and `L = 25`, in
which the tail weight equals `M² / L²`. -/
theorem tail_bound_sharp_witness :
    (!![16, -12; -12, -16] : Matrix (Fin 2) (Fin 2) ℂ).IsHermitian ∧
    weight (![3 / 5, 4 / 5] : Fin 2 → ℂ) = 1 ∧
    hamiltonian ![0, 25] !![16, -12; -12, -16] *ᵥ ![3 / 5, 4 / 5]
      = ((0 : ℝ) : ℂ) • (![3 / 5, 4 / 5] : Fin 2 → ℂ) ∧
    OpNormLE (!![16, -12; -12, -16] - ((0 : ℝ) : ℂ) • (1 : Matrix (Fin 2) (Fin 2) ℂ)) 20 ∧
    ∑ i with (25 : ℝ) ≤ (![0, 25] : Fin 2 → ℝ) i, ‖(![3 / 5, 4 / 5] : Fin 2 → ℂ) i‖ ^ 2
      = (20 : ℝ) ^ 2 / 25 ^ 2 := by
  refine ⟨?_, ?_, ?_, ⟨by norm_num, fun x => le_of_eq ?_⟩, ?_⟩
  · ext i j
    fin_cases i <;> fin_cases j <;> simp
  · simp only [weight, Fin.sum_univ_two]
    norm_num
  · ext i
    fin_cases i <;>
      norm_num [hamiltonian, Matrix.mulVec, dotProduct, Fin.sum_univ_two, Matrix.diagonal]
  · rw [Complex.ofReal_zero, zero_smul, sub_zero]
    simp [weight, Matrix.mulVec, dotProduct, Fin.sum_univ_two, Complex.sq_norm,
      Complex.normSq_apply]
    ring
  · rw [Finset.sum_filter, Fin.sum_univ_two]
    norm_num

end

end PlaneWaveCutoff
```

```lean
#print axioms PlaneWaveCutoff.ritz_cutoff_bound
```

```
'PlaneWaveCutoff.ritz_cutoff_bound' depends on axioms: [propext, Classical.choice, Quot.sound]
```
